# With ideal spoiling and no relaxation, the weakest of $N$ signals is at most $1/\sqrt N$ of a single $90^\circ$ signal

A hyperpolarised sample enters the magnet with a nuclear polarisation far above its thermal value. Each radio-frequency pulse turns part of that polarisation into observable transverse magnetisation, and the part that has been used does not come back. If a time series of $N$ acquisitions is wanted, large early flip angles leave little for the later ones, while small angles throughout give weak signals and leave polarisation unused at the end. How strong can the weakest of the $N$ signals be made, and which flip angles achieve it?

## The weakest signal and the schedule that maximises it

Let $M \ge 0$ be the initial longitudinal polarisation and let $N \ge 1$. Pulses are counted from zero, so the flip angle $t_n$ belongs to the pulse that follows $n$ earlier ones. With $z_n$ the polarisation just before that pulse and $s_n$ the signal it produces, scaled so that a $90^\circ$ pulse gives $s_n = z_n$, the model is

$$z_0 = M, \qquad z_{n+1} = z_n \cos t_n, \qquad s_n = z_n \sin t_n .$$

There is no relaxation or recovery between pulses, and the transverse magnetisation left by one pulse never contributes to a later signal (ideal spoiling).

For every choice of real flip angles, at least one of $|s_0|, \dots, |s_{N-1}|$ is at most $M/\sqrt N$. The schedule

$$t_n = \arctan\frac{1}{\sqrt{N-n-1}} \quad (n < N-1), \qquad t_{N-1} = \frac{\pi}{2}$$

gives every signal exactly this value. If $M > 0$, it is the only schedule with all $N$ angles in $[0, \pi/2]$ that brings every signal magnitude up to $M/\sqrt N$.

For $N = 4$ the angles are $30^\circ$, about $35.3^\circ$, $45^\circ$ and $90^\circ$, and each signal is $M/2$.

## Flip-angle tables and polarisation bookkeeping

In a sequence simulator with relaxation switched off and ideal spoiling, the result supplies a flip-angle table and a reference value for its output: all $N$ signals should agree with $M/\sqrt N$ to within rounding. The level has to be compared as well as the flatness: if all $N$ angles are computed with $N-n$ in place of $N-n-1$ under the root, the signal train is still flat, but at $M/\sqrt{N+1}$.

The last entry needs attention, because the arctangent formula divides by zero there. In code, `atan2(1, sqrt(N - n - 1))` covers all $N$ pulses, the last included.

A second check works for any flip angles, optimal or not. After $m$ pulses the squared signals and the square of the remaining polarisation must add up to $M^2$. A simulator that updates $z_n$ before computing $s_n$, and so uses the wrong polarisation for the signal, will generally violate this balance.

## From the balance of squares to the angles

**The balance.** Since $\sin^2 t_n + \cos^2 t_n = 1$, a single pulse satisfies

$$s_n^2 + z_{n+1}^2 = z_n^2 .$$

Adding these equations for $n = 0, \dots, m-1$ cancels the intermediate polarisations and leaves

$$\sum_{n=0}^{m-1} s_n^2 + z_m^2 = M^2 .$$

**The bound.** Suppose that all $N$ signals had $|s_n| > M/\sqrt N$. Both sides are non-negative, so squaring gives $s_n^2 > M^2/N$, and the sum over the $N$ pulses exceeds $M^2$. The balance with $m = N$ says that this sum is $M^2 - z_N^2 \le M^2$, a contradiction.

**The schedule reaches the bound.** Put $k = N-n-1$. For $k > 0$, an angle in $(0, \pi/2)$ with tangent $1/\sqrt k$ has

$$\cos t_n = \frac{1}{\sqrt{1 + 1/k}} = \frac{\sqrt k}{\sqrt{k+1}}, \qquad \sin t_n = \tan t_n \cos t_n = \frac{1}{\sqrt{k+1}} .$$

For $k = 0$ the angle is $\pi/2$, and the outer expressions again give the correct values $0$ and $1$. Hence, for all $n < N$,

$$\sin t_n = \frac{1}{\sqrt{N-n}}, \qquad \cos t_n = \frac{\sqrt{N-n-1}}{\sqrt{N-n}} .$$

It follows by induction that $z_n = M\sqrt{N-n}/\sqrt N$. This is true for $n = 0$, and multiplication by $\cos t_n$ replaces $\sqrt{N-n}$ by $\sqrt{N-n-1}$. The signal is then

$$s_n = \frac{M\sqrt{N-n}}{\sqrt N}\cdot\frac{1}{\sqrt{N-n}} = \frac{M}{\sqrt N} .$$

**Uniqueness.** Let $M > 0$ and suppose that $|s_n| \ge M/\sqrt N$ for all $n < N$. Each $s_n^2$ is at least $M^2/N$, and their sum is at most $M^2$, so each equals $M^2/N$. The balance after $n$ pulses gives

$$z_n^2 = M^2 - n\,\frac{M^2}{N} = \frac{M^2}{N}(N-n) .$$

Inserting this into $s_n^2 = z_n^2 \sin^2 t_n = M^2/N$ yields $\sin^2 t_n = 1/(N-n)$. On $[0, \pi/2]$ the sine is non-negative and takes each value once, so $t_n$ is the angle of the schedule above.

## The flip-angle theorems in Lean 4

```lean
import Mathlib

open Finset

namespace HyperpolarisedFlipAngles

noncomputable section

/-- Longitudinal polarisation left after a number of pulses with flip angles `t 0, t 1, …`,
starting from `M`, without relaxation or recovery. -/
def polarization (M : ℝ) (t : ℕ → ℝ) : ℕ → ℝ
  | 0 => M
  | n + 1 => polarization M t n * Real.cos (t n)

/-- Transverse signal produced by the pulse of angle `t n`, which follows `n` earlier pulses. -/
def signal (M : ℝ) (t : ℕ → ℝ) (n : ℕ) : ℝ :=
  polarization M t n * Real.sin (t n)

/-- Flip angle of the constant-signal schedule of `N` pulses, for the pulse that follows `n`
earlier ones, `n < N`: the last angle is `π/2`, the others have tangent `1/√(N - n - 1)`. -/
def constantSignalAngle (N n : ℕ) : ℝ :=
  if n + 1 = N then Real.pi / 2 else Real.arctan (1 / √((N : ℝ) - (n + 1)))

/-- The squared signals of the first `N` pulses and the square of the remaining polarisation
add up to the square of the initial polarisation. -/
theorem signal_balance (M : ℝ) (t : ℕ → ℝ) (N : ℕ) :
    ∑ n ∈ range N, signal M t n ^ 2 + polarization M t N ^ 2 = M ^ 2 := by
  induction N with
  | zero => simp [polarization]
  | succ n ih =>
    rw [Finset.sum_range_succ]
    simp only [signal, polarization] at ih ⊢
    linear_combination ih + (polarization M t n) ^ 2 * Real.sin_sq_add_cos_sq (t n)

/-- For any schedule of `N ≥ 1` pulses and `M ≥ 0`, at least one signal has magnitude
at most `M/√N`. -/
theorem exists_signal_le {M : ℝ} (hM : 0 ≤ M) {N : ℕ} (hN : 0 < N) (t : ℕ → ℝ) :
    ∃ n < N, |signal M t n| ≤ M / √(N : ℝ) := by
  by_contra! h
  have hN' : (0 : ℝ) < N := by exact_mod_cast hN
  have hsq : (M / √(N : ℝ)) ^ 2 = M ^ 2 / N := by rw [div_pow, Real.sq_sqrt hN'.le]
  have hterm : ∀ n ∈ range N, M ^ 2 / (N : ℝ) < signal M t n ^ 2 := by
    intro n hn
    rw [← hsq, ← sq_abs (signal M t n)]
    exact pow_lt_pow_left₀ (h n (Finset.mem_range.mp hn)) (by positivity) two_ne_zero
  -- the squared signals would add up to more than the available `M ^ 2`
  have hlt := Finset.sum_lt_sum_of_nonempty ⟨0, Finset.mem_range.mpr hN⟩ hterm
  rw [Finset.sum_const, Finset.card_range, nsmul_eq_mul] at hlt
  have hc : (N : ℝ) * (M ^ 2 / N) = M ^ 2 := by field_simp
  linarith [signal_balance M t N, sq_nonneg (polarization M t N)]

/-- Sine and cosine of the angle in `(-π/2, π/2)` whose tangent is `1/√k`, for `k > 0`. -/
theorem sin_cos_arctan {k : ℝ} (hk : 0 < k) :
    Real.sin (Real.arctan (1 / √k)) = 1 / √(k + 1) ∧
      Real.cos (Real.arctan (1 / √k)) = √k / √(k + 1) := by
  have hs : 0 < √k := Real.sqrt_pos.mpr hk
  have hs' : 0 < √(k + 1) := Real.sqrt_pos.mpr (by linarith)
  have h : √(1 + (1 / √k) ^ 2) = √(k + 1) / √k := by
    rw [← Real.sqrt_div (show (0 : ℝ) ≤ k + 1 by linarith)]
    congr 1
    rw [div_pow, Real.sq_sqrt hk.le, one_pow, add_div, div_self hk.ne']
  constructor
  · rw [Real.sin_arctan, h]
    field_simp
  · rw [Real.cos_arctan, h, one_div_div]

/-- In the constant-signal schedule, the pulse that follows `n < N` earlier ones turns the
fraction `1/√(N - n)` of the polarisation into signal and keeps `√(N - n - 1)/√(N - n)`. -/
theorem sin_cos_constantSignalAngle {N n : ℕ} (h : n < N) :
    Real.sin (constantSignalAngle N n) = 1 / √((N : ℝ) - n) ∧
      Real.cos (constantSignalAngle N n) = √((N : ℝ) - (n + 1)) / √((N : ℝ) - n) := by
  unfold constantSignalAngle
  split_ifs with hl
  · have hN : (N : ℝ) = n + 1 := by exact_mod_cast hl.symm
    rw [hN]
    simp
  · have hlt : n + 1 < N := by omega
    have hk : 0 < (N : ℝ) - (n + 1) := sub_pos.mpr (by exact_mod_cast hlt)
    have h1 := sin_cos_arctan hk
    rwa [show (N : ℝ) - (n + 1) + 1 = N - n by ring] at h1

/-- Under the constant-signal schedule of `N ≥ 1` pulses, the polarisation left after
`n ≤ N` pulses is `M √(N - n)/√N`. -/
theorem polarization_constantSignal (M : ℝ) {N : ℕ} (hN : 0 < N) (n : ℕ) (hn : n ≤ N) :
    polarization M (constantSignalAngle N) n = M * √((N : ℝ) - n) / √(N : ℝ) := by
  have hs : √(N : ℝ) ≠ 0 := (Real.sqrt_pos.mpr (by exact_mod_cast hN)).ne'
  induction n with
  | zero => rw [Nat.cast_zero, sub_zero, mul_div_assoc, div_self hs, mul_one, polarization]
  | succ n ih =>
    have hlt : n < N := by omega
    have hd : √((N : ℝ) - n) ≠ 0 :=
      (Real.sqrt_pos.mpr (sub_pos.mpr (by exact_mod_cast hlt))).ne'
    rw [polarization, ih hlt.le, (sin_cos_constantSignalAngle hlt).2]
    push_cast
    field_simp

/-- Under the constant-signal schedule each of the `N` pulses gives the signal `M/√N`. -/
theorem signal_constantSignal (M : ℝ) {N n : ℕ} (hn : n < N) :
    signal M (constantSignalAngle N) n = M / √(N : ℝ) := by
  have hd : √((N : ℝ) - n) ≠ 0 :=
    (Real.sqrt_pos.mpr (sub_pos.mpr (by exact_mod_cast hn))).ne'
  rw [signal, polarization_constantSignal M (by omega) n hn.le,
    (sin_cos_constantSignalAngle hn).1]
  field_simp

/-- For `N ≥ 1` pulses and `M ≥ 0`, the largest signal magnitude that some schedule
guarantees for every pulse is `M/√N`. -/
theorem isGreatest_guaranteed_signal {M : ℝ} (hM : 0 ≤ M) {N : ℕ} (hN : 0 < N) :
    IsGreatest {a : ℝ | ∃ t : ℕ → ℝ, ∀ n < N, a ≤ |signal M t n|} (M / √(N : ℝ)) := by
  constructor
  · refine ⟨constantSignalAngle N, fun n hn => ?_⟩
    rw [signal_constantSignal M hn]
    exact le_abs_self _
  · rintro a ⟨t, ht⟩
    obtain ⟨n, hn, h⟩ := exists_signal_le hM hN t
    exact (ht n hn).trans h

/-- For `M > 0`, a schedule with its `N` angles between `0` and `π/2` whose signals all reach
`M/√N` in magnitude is the constant-signal schedule. -/
theorem optimal_schedule_unique {M : ℝ} (hM : 0 < M) {N : ℕ} {t : ℕ → ℝ}
    (ht : ∀ n < N, 0 ≤ t n ∧ t n ≤ Real.pi / 2)
    (h : ∀ n < N, M / √(N : ℝ) ≤ |signal M t n|) :
    ∀ n < N, t n = constantSignalAngle N n := by
  intro n hn
  have hN' : (0 : ℝ) < N := by exact_mod_cast (Nat.zero_lt_of_lt hn)
  have hc : (N : ℝ) * (M ^ 2 / N) = M ^ 2 := by field_simp
  have hsq : (M / √(N : ℝ)) ^ 2 = M ^ 2 / N := by rw [div_pow, Real.sq_sqrt hN'.le]
  have hge : ∀ i ∈ range N, M ^ 2 / (N : ℝ) ≤ signal M t i ^ 2 := by
    intro i hi
    rw [← hsq, ← sq_abs (signal M t i)]
    exact pow_le_pow_left₀ (by positivity) (h i (Finset.mem_range.mp hi)) 2
  -- the balance leaves no room for a signal above the bound
  have heq : ∀ i ∈ range N, M ^ 2 / (N : ℝ) = signal M t i ^ 2 := by
    refine (Finset.sum_eq_sum_iff_of_le hge).mp (le_antisymm (Finset.sum_le_sum hge) ?_)
    rw [Finset.sum_const, Finset.card_range, nsmul_eq_mul]
    linarith [signal_balance M t N, sq_nonneg (polarization M t N)]
  have hsum : ∑ i ∈ range n, signal M t i ^ 2 = n * (M ^ 2 / (N : ℝ)) :=
    (Finset.sum_congr rfl fun i hi =>
      (heq i (Finset.mem_range.mpr ((Finset.mem_range.mp hi).trans hn))).symm).trans (by simp)
  -- the balance after `n` pulses fixes the polarisation, and with it the angle
  have hz : polarization M t n ^ 2 = M ^ 2 / (N : ℝ) * (N - n) := by
    linear_combination signal_balance M t n - hsum - hc
  have he := heq n (Finset.mem_range.mpr hn)
  rw [signal] at he
  have hpos : 0 < M ^ 2 / (N : ℝ) := by positivity
  have h1 : ((N : ℝ) - n) * Real.sin (t n) ^ 2 = 1 := by
    apply mul_left_cancel₀ hpos.ne'
    linear_combination (-(Real.sin (t n)) ^ 2) * hz - he
  have hd : 0 < (N : ℝ) - n := sub_pos.mpr (by exact_mod_cast hn)
  have h2 : Real.sin (t n) ^ 2 = (1 / √((N : ℝ) - n)) ^ 2 := by
    rw [div_pow, Real.sq_sqrt hd.le, one_pow, eq_div_iff hd.ne']
    linarith
  obtain ⟨ht0, ht1⟩ := ht n hn
  have h0 : 0 ≤ Real.sin (t n) :=
    Real.sin_nonneg_of_nonneg_of_le_pi ht0 (by linarith [Real.pi_pos])
  have h3 : Real.sin (t n) = Real.sin (constantSignalAngle N n) := by
    rw [(sin_cos_constantSignalAngle hn).1]
    exact (sq_eq_sq₀ h0 (by positivity)).mp h2
  have hmem : constantSignalAngle N n ∈ Set.Icc (-(Real.pi / 2)) (Real.pi / 2) := by
    unfold constantSignalAngle
    split_ifs
    · exact ⟨by linarith [Real.pi_pos], le_refl _⟩
    · exact ⟨(Real.neg_pi_div_two_lt_arctan _).le, (Real.arctan_lt_pi_div_two _).le⟩
  exact Real.injOn_sin ⟨by linarith [Real.pi_pos], ht1⟩ hmem h3

end

end HyperpolarisedFlipAngles
```

```lean
#print axioms HyperpolarisedFlipAngles.exists_signal_le
#print axioms HyperpolarisedFlipAngles.isGreatest_guaranteed_signal
#print axioms HyperpolarisedFlipAngles.optimal_schedule_unique
```

```
'HyperpolarisedFlipAngles.exists_signal_le' depends on axioms: [propext, Classical.choice, Quot.sound]
'HyperpolarisedFlipAngles.isGreatest_guaranteed_signal' depends on axioms: [propext, Classical.choice, Quot.sound]
'HyperpolarisedFlipAngles.optimal_schedule_unique' depends on axioms: [propext, Classical.choice, Quot.sound]
```

The definitions `polarization` and `signal` are $z_n$ and $s_n$. A schedule is a function `t : ℕ → ℝ`, an infinite list of real angles in radians of which only the first $N$ affect the result. The schedule of the derivation is `constantSignalAngle N`. Its separate branch for the last pulse is necessary because Lean sets division by zero to zero, so the arctangent formula would give a final angle of $0$.

The optimum is stated in `isGreatest_guaranteed_signal`. The set there contains every level $a$ for which some schedule keeps all $N$ signal magnitudes at or above $a$. `IsGreatest` says that $M/\sqrt N$ belongs to this set and that no member exceeds it, which is the max-min statement without a minimum written out.

The proofs follow the derivation closely:

- `signal_balance` is the balance of squares, by induction on the number of pulses. In the induction step, `linear_combination` adds the identity $\sin^2 + \cos^2 = 1$, multiplied by $z_n^2$, to the induction hypothesis.
- `exists_signal_le` is the bound. It assumes that all signals are too large, squares the inequalities and sums them with `Finset.sum_lt_sum_of_nonempty`. The strict inequality for the sums needs at least one pulse, which `hN` provides.
- `sin_cos_arctan` computes the sine and cosine for $k > 0$, and `sin_cos_constantSignalAngle` joins this case to the final $\pi/2$ pulse.
- `polarization_constantSignal` is the induction for $z_n$, and `signal_constantSignal` deduces the constant signal.
- `isGreatest_guaranteed_signal` takes membership from the constant signal and the upper limit from `exists_signal_le`.
- `optimal_schedule_unique` first fixes the squared signals, then $z_n^2$, then $\sin^2 t_n$. It ends with `Real.injOn_sin`, the injectivity of the sine on $[-\pi/2, \pi/2]$.

The step in the uniqueness proof that turns an inequality into an equation for every pulse uses the Mathlib lemma `Finset.sum_eq_sum_iff_of_le`. Given two finite families with $f_i \le g_i$ for each $i$, it says that their sums are equal exactly when $f_i = g_i$ for each $i$. Here $f_i$ is the constant $M^2/N$ and $g_i$ is $s_i^2$; the termwise inequality is `hge`. To prove the sums equal, `le_antisymm` asks for two inequalities. One follows by summing `hge`. The other says that the squared signals add up to at most $M^2$, and `linarith` obtains it from the balance and $z_N^2 \ge 0$. The lemma then returns `heq`, an equation for each separate pulse, with no need to single out a signal that might be too large.

## Real angles, ideal pulses and the range $[0, \pi/2]$

The bound holds for all real flip angles, including negative ones and those beyond $\pi/2$, so no inversion pulse or change of sign can beat it within this model. Uniqueness is narrower, since it assumes $M > 0$ and angles in $[0, \pi/2]$.

A two-pulse example shows what the upper limit on the angles does. Take $N = 2$, $t_0 = 3\pi/4$ and $t_1 = \pi/2$. Then

$$s_0 = \frac{M}{\sqrt 2}, \qquad z_1 = -\frac{M}{\sqrt 2}, \qquad s_1 = -\frac{M}{\sqrt 2} .$$

Both magnitudes reach the bound, yet the first angle is not the $\pi/4$ of the schedule. Requiring only $0 \le t_n \le \pi$ is therefore not enough for uniqueness. An optimiser that works with signal magnitudes and searches this wider range may return such a schedule without being at fault.

The uniqueness theorem concerns schedules that reach $M/\sqrt N$ in full. It gives no estimate of how far the angles of a nearly optimal schedule can lie from the ideal ones, and rounding in a floating-point implementation is likewise left to the user.

The physical idealisations sit in the recursion itself. Longitudinal relaxation, chemical conversion between species, residual transverse coherence and flip-angle errors from an inhomogeneous radio-frequency field are all absent. In a simulation that includes any of them, the balance of squares need not hold, and the constant-signal schedule is then a reference case for the limit in which these effects are switched off. The criterion is also a particular one: it maximises the weakest single signal, and a different figure of merit, such as the precision of a fitted rate constant, may favour other angles.
